# Cutting off a balanced van der Waals kernel raises the uniform-gas energy by at most order $R^{-3}$

A real-space evaluation of the nonlocal correlation energy in the van der Waals density functional (vdW-DF) may stop the kernel at some finite separation $R$. In a uniform electron gas the resulting error can fall as slowly as $R^{-3}$, so a cutoff judged by the $r^{-6}$ decay of the kernel leaves more error than expected. The gas, whose nonlocal energy should vanish, then comes out with a positive nonlocal energy, and the fault may be sought in the kernel when it lies in the cutoff.

Let $\varphi(r)$ be the kernel at separation $r$ in a gas of fixed density $n>0$. Assume that it is positive for $0<r<D$ and negative for $r>D$, that $r^2\varphi$ is integrable on $(0,\infty)$ with integral zero, and that $r^6\varphi(r)\to -C$. The zero integral expresses the vdW-DF requirement that the nonlocal term add nothing to the uniform gas, which the local part of the functional already describes. The constant $C$ is the strength of the attractive dispersion tail. Define

$$I(R)=\int_0^R r^2\varphi(r)\,dr .$$

Then $I(R)>0$ for every $R>0$, and $R^3I(R)\to C/3$.

## The missing attraction, computed

The nonlocal energy per particle with the kernel cut at $R$ is half the density times the kernel integrated over a ball:

$$e(R)=\frac n2\int_{|x|<R}\varphi(|x|)\,d^3x=\frac n2\,4\pi\int_0^R r^2\varphi\,dr=2\pi n\,I(R).$$

For $0\le a<b$ we have $I(b)-I(a)=\int_a^b r^2\varphi\,dr$. This is positive if $b\le D$ and negative if $a\ge D$, so $I$ rises strictly up to $D$ and falls strictly afterwards. Since $I(0)=0$, it is positive on $(0,D]$. The zero total integral gives

$$I(R)=-\int_R^\infty r^2\varphi\,dr ,$$

and for $R\ge D$ the integrand is negative, so $I(R)>0$ there too.

For the rate, suppose that $|r^6\varphi(r)+C|\le\varepsilon$ for all $r>R$. Write

$$r^2\varphi=-\frac{C}{r^4}+\frac{r^6\varphi+C}{r^4},\qquad \int_R^\infty\frac{dr}{r^4}=\frac1{3R^3}.$$

Insertion in the tail formula gives

$$I(R)=\frac{C}{3R^3}-\int_R^\infty\frac{r^6\varphi+C}{r^4}\,dr ,$$

where the last integral is at most $\varepsilon/(3R^3)$ in size. Hence $|R^3I(R)-C/3|\le\varepsilon/3$. Any $\varepsilon>0$ is allowed once $R$ is large enough, so $R^3I(R)\to C/3$ and $R^3e(R)\to 2\pi nC/3$.

For real-space vdW-DF calculations this means that, in a uniform gas with $C>0$, doubling a large cutoff reduces the spurious energy by a factor of about eight.

## A kernel whose weight does not cancel

Take $\varphi=1$ for $r\le1$ and $\varphi=-a\,r^{-6}$ for $r>1$, with $a>0$. For $R\ge1$,

$$I(R)=\frac{1-a}{3}+\frac{a}{3R^3}.$$

With $a=1$ all the assumptions hold, and $R^3I(R)=1/3$ exactly. With $a=2$ only the zero integral fails: the total is $-1/3$, $I(R)$ is negative once $R^3>2$, and $R^3I(R)\to-\infty$. The sign pattern and the tail therefore do not secure positivity when the total weight is negative.

## Kernel, weight and energy in Lean

```lean
import Mathlib

open MeasureTheory Set Filter Topology

namespace VdWKernelCutoff

noncomputable section
```

The assumptions on the kernel, apart from the tail, are collected in one structure.

```lean
/-- A nonlocal correlation kernel that is positive below the node `D > 0`, negative above it,
and whose integrable radial weight `r² φ(r)` integrates to zero. -/
structure BalancedKernel (φ : ℝ → ℝ) (D : ℝ) : Prop where
  node_pos : 0 < D
  repulsive : ∀ r, 0 < r → r < D → 0 < φ r
  attractive : ∀ r, D < r → φ r < 0
  integrable : IntegrableOn (fun r => r ^ 2 * φ r) (Ioi 0)
  balanced : ∫ r in Ioi (0 : ℝ), r ^ 2 * φ r = 0
```

Here `φ` is a function of the separation alone, because the density is fixed and its length scale is absorbed into `φ`. The letter `D` is the node of the kernel; in the vdW-DF literature it often denotes a scaled separation. `Ioi 0` is the half-line $(0,\infty)$. Continuity is not required, and the value at `D` is free.

```lean
/-- The radial weight `I(R)` of the kernel collected between separation zero and the cutoff `R`. -/
def cumulative (φ : ℝ → ℝ) (R : ℝ) : ℝ := ∫ r in (0 : ℝ)..R, r ^ 2 * φ r
```

This is $I(R)$.

```lean
/-- Nonlocal correlation energy per particle of a uniform gas of density `n`, half the density
times the kernel integrated over a ball of radius `R`, in spherical coordinates. -/
def gasEnergy (n : ℝ) (φ : ℝ → ℝ) (R : ℝ) : ℝ := 2 * Real.pi * n * cumulative φ R
```

`gasEnergy` is $e(R)$ in its radial form. The passage from the three-dimensional integral to this formula is part of the definition, and it is the step that connects the theorems with the energy of an actual gas.

## Sign of the truncated weight

```lean
variable {φ : ℝ → ℝ} {D C : ℝ}

/-- For a balanced kernel the weight inside the cutoff `R ≥ 0` is minus the weight discarded
outside it. -/
theorem cumulative_eq_neg_tail (h : BalancedKernel φ D) {R : ℝ} (hR : 0 ≤ R) :
    cumulative φ R = -∫ r in Ioi R, r ^ 2 * φ r := by
  have hu := setIntegral_union (Ioc_disjoint_Ioi (a := (0 : ℝ)) (le_refl R)) measurableSet_Ioi
    (h.integrable.mono_set fun x hx => hx.1)
    (h.integrable.mono_set fun x hx => lt_of_le_of_lt hR hx)
  rw [Ioc_union_Ioi_eq_Ioi hR, h.balanced] at hu
  unfold cumulative
  rw [intervalIntegral.integral_of_le hR]
  linarith
```

The half-line is split at $R$ by `setIntegral_union`. The total is zero by `balanced`, and `linarith` solves for the inner part.

```lean
/-- The cumulative weight of a balanced kernel rises strictly from cutoff zero up to the node `D`
and falls strictly beyond it. -/
theorem cumulative_monotonicity (h : BalancedKernel φ D) :
    StrictMonoOn (cumulative φ) (Icc 0 D) ∧ StrictAntiOn (cumulative φ) (Ici D) := by
  have hint : ∀ a b : ℝ, 0 ≤ a → a ≤ b →
      IntervalIntegrable (fun r => r ^ 2 * φ r) volume a b := fun a b ha hab =>
    (intervalIntegrable_iff_integrableOn_Ioc_of_le hab).2
      (h.integrable.mono_set fun x hx => lt_of_le_of_lt ha hx.1)
  -- the weight gained between two cutoffs
  have hadd : ∀ a b : ℝ, 0 ≤ a → a ≤ b →
      cumulative φ a + ∫ r in a..b, r ^ 2 * φ r = cumulative φ b := fun a b ha hab =>
    intervalIntegral.integral_add_adjacent_intervals (hint 0 a le_rfl ha) (hint a b ha hab)
  constructor
  · intro a ha b hb hab
    have hp := intervalIntegral.intervalIntegral_pos_of_pos_on (hint a b ha.1 hab.le)
      (fun x hx => by
        have hx0 : 0 < x := lt_of_le_of_lt ha.1 hx.1
        exact mul_pos (pow_pos hx0 2) (h.repulsive x hx0 (lt_of_lt_of_le hx.2 hb.2))) hab
    linarith [hadd a b ha.1 hab.le]
  · intro a ha b _ hab
    have ha' : D ≤ a := ha
    have ha0 : 0 < a := lt_of_lt_of_le h.node_pos ha'
    have hp : 0 < ∫ r in a..b, -(r ^ 2 * φ r) :=
      intervalIntegral.intervalIntegral_pos_of_pos_on (hint a b ha0.le hab.le).neg
        (fun x hx => by
          have hx0 : 0 < x := ha0.trans hx.1
          have := mul_neg_of_pos_of_neg (pow_pos hx0 2)
            (h.attractive x (lt_of_le_of_lt ha' hx.1))
          linarith) hab
    rw [intervalIntegral.integral_neg] at hp
    linarith [hadd a b ha0.le hab.le]
```

`hint` supplies integrability on each interval, and `hadd` is the formula for $I(b)-I(a)$. The sign of the added weight comes from the positivity lemma for interval integrals, applied to the negated integrand beyond the node.

```lean
/-- The cumulative weight of a balanced kernel is positive at every cutoff `R > 0`. -/
theorem cumulative_pos (h : BalancedKernel φ D) {R : ℝ} (hR : 0 < R) : 0 < cumulative φ R := by
  obtain ⟨hm, ha⟩ := cumulative_monotonicity h
  rcases le_total R D with hRD | hRD
  · have := hm ⟨le_rfl, h.node_pos.le⟩ ⟨hR.le, hRD⟩ hR
    simpa [cumulative] using this
  · -- beyond the node, I decreases towards values that are still nonnegative
    have h1 : cumulative φ (R + 1) < cumulative φ R :=
      ha hRD (show D ≤ R + 1 by linarith) (by linarith)
    have h2 : ∫ r in Ioi (R + 1), r ^ 2 * φ r ≤ 0 :=
      setIntegral_nonpos measurableSet_Ioi fun r hr => by
        have hr' : R + 1 < r := hr
        exact mul_nonpos_of_nonneg_of_nonpos (sq_nonneg r)
          (h.attractive r (by linarith)).le
    linarith [cumulative_eq_neg_tail h (show 0 ≤ R + 1 by linarith)]
```

Below the node, $I(R)$ is compared with $I(0)=0$. Beyond it, the proof uses $I(R)>I(R+1)\ge0$. The strict sign comes from monotonicity, so the infinite tail needs only a weak inequality.

## The $R^{-3}$ law

```lean
/-- If `r⁶ φ(r)` of a balanced kernel stays within `ε` of `-C` beyond the cutoff `R > 0`, then
`R³ I(R)` is within `ε/3` of `C/3`. -/
theorem cutoff_error_bound (h : BalancedKernel φ D) {R ε : ℝ} (hR : 0 < R)
    (hb : ∀ r, R < r → |r ^ 6 * φ r + C| ≤ ε) :
    |R ^ 3 * cumulative φ R - C / 3| ≤ ε / 3 := by
  have hp : ∀ r ∈ Ioi R, r ^ (-4 : ℝ) = (r ^ 4)⁻¹ := fun r hr => by
    rw [Real.rpow_neg (hR.trans hr).le, show (4 : ℝ) = ((4 : ℕ) : ℝ) by norm_num,
      Real.rpow_natCast]
  have hi : IntegrableOn (fun r : ℝ => (r ^ 4)⁻¹) (Ioi R) :=
    (integrableOn_Ioi_rpow_of_lt (by norm_num : (-4 : ℝ) < -1) hR).congr_fun hp measurableSet_Ioi
  have hv : ∫ r in Ioi R, (r ^ 4)⁻¹ = 1 / (3 * R ^ 3) := by
    rw [← setIntegral_congr_fun measurableSet_Ioi hp,
      integral_Ioi_rpow_of_lt (by norm_num : (-4 : ℝ) < -1) hR,
      show (-4 : ℝ) + 1 = -((3 : ℕ) : ℝ) by norm_num, Real.rpow_neg hR.le, Real.rpow_natCast]
    push_cast
    field_simp
  have hf : IntegrableOn (fun r => r ^ 2 * φ r) (Ioi R) :=
    h.integrable.mono_set (Ioi_subset_Ioi hR.le)
  -- compare the discarded tail with that of -C/r⁶
  have key : ‖∫ r in Ioi R, (r ^ 2 * φ r + C * (r ^ 4)⁻¹)‖ ≤ ∫ r in Ioi R, ε * (r ^ 4)⁻¹ := by
    refine norm_integral_le_of_norm_le (hi.const_mul ε) ?_
    filter_upwards [ae_restrict_mem measurableSet_Ioi] with r hr
    have hr0 : 0 < r := hR.trans hr
    have e : r ^ 2 * φ r + C * (r ^ 4)⁻¹ = (r ^ 6 * φ r + C) * (r ^ 4)⁻¹ := by
      field_simp
    rw [e, Real.norm_eq_abs, abs_mul, abs_of_pos (inv_pos.2 (pow_pos hr0 4))]
    exact mul_le_mul_of_nonneg_right (hb r hr) (inv_pos.2 (pow_pos hr0 4)).le
  rw [integral_add hf (hi.const_mul C), integral_const_mul, integral_const_mul, hv,
    Real.norm_eq_abs] at key
  rw [cumulative_eq_neg_tail h hR.le]
  generalize (∫ r in Ioi R, r ^ 2 * φ r) = T at key ⊢
  have h3 : R ^ 3 * (1 / (3 * R ^ 3)) = 1 / 3 := by field_simp
  have e : R ^ 3 * -T - C / 3 = -(R ^ 3 * (T + C * (1 / (3 * R ^ 3)))) := by
    linear_combination C * h3
  rw [e, abs_neg, abs_mul, abs_of_pos (pow_pos hR 3)]
  calc _ ≤ R ^ 3 * (ε * (1 / (3 * R ^ 3))) := mul_le_mul_of_nonneg_left key (pow_pos hR 3).le
    _ = ε / 3 := by linear_combination ε * h3
```

This is the estimate with $\varepsilon$, valid at each single cutoff that meets its hypothesis. `hv` evaluates $\int_R^\infty r^{-4}\,dr$, and `key` bounds the integral of $r^2\varphi+C/r^4$ by that of $\varepsilon/r^4$. The remaining lines replace $I(R)$ by minus the tail and multiply by $R^3$.

```lean
/-- For a balanced kernel with tail `r⁶ φ(r) → -C`, the cumulative weight obeys
`R³ I(R) → C/3`. -/
theorem cumulative_asymptotics (h : BalancedKernel φ D)
    (hC : Tendsto (fun r => r ^ 6 * φ r) atTop (𝓝 (-C))) :
    Tendsto (fun R => R ^ 3 * cumulative φ R) atTop (𝓝 (C / 3)) := by
  rw [Metric.tendsto_atTop] at hC ⊢
  intro ε hε
  obtain ⟨N, hN⟩ := hC ε hε
  refine ⟨max N 1, fun R hR => ?_⟩
  have hb := cutoff_error_bound (C := C) (ε := ε) h
    (lt_of_lt_of_le one_pos ((le_max_right N 1).trans hR)) (fun r hr => by
      have := hN r (((le_max_left N 1).trans hR).trans hr.le)
      rw [Real.dist_eq, sub_neg_eq_add] at this
      exact this.le)
  rw [Real.dist_eq]
  linarith
```

The limit hypothesis yields an `N` beyond which the bound holds. Taking `max N 1` keeps the cutoff positive, and $\varepsilon/3<\varepsilon$ finishes the argument.

## The energy of the truncated gas

```lean
/-- For a balanced kernel with `r⁶ φ(r) → -C` and density `n > 0`, the nonlocal correlation energy
per particle of the uniform gas is positive at every cutoff `R > 0` and tends to zero as the cutoff
is removed, while `R³` times it tends to `2πnC/3`. -/
theorem truncation_destabilizes_uniform_gas (h : BalancedKernel φ D)
    (hC : Tendsto (fun r => r ^ 6 * φ r) atTop (𝓝 (-C))) {n : ℝ} (hn : 0 < n) :
    (∀ R, 0 < R → 0 < gasEnergy n φ R) ∧
    Tendsto (gasEnergy n φ) atTop (𝓝 0) ∧
    Tendsto (fun R => R ^ 3 * gasEnergy n φ R) atTop (𝓝 (2 * Real.pi * n * C / 3)) := by
  refine ⟨fun R hR => mul_pos (by positivity) (cumulative_pos h hR), ?_, ?_⟩
  · have h0 := intervalIntegral_tendsto_integral_Ioi 0 h.integrable tendsto_id
    rw [h.balanced] at h0
    have h1 := h0.const_mul (2 * Real.pi * n)
    rw [mul_zero] at h1
    exact h1
  · rw [show 2 * Real.pi * n * C / 3 = 2 * Real.pi * n * (C / 3) by ring]
    refine ((cumulative_asymptotics h hC).const_mul (2 * Real.pi * n)).congr fun R => ?_
    unfold gasEnergy
    ring

end

end VdWKernelCutoff
```

The final theorem makes three statements for $n>0$: the nonlocal energy per particle is positive at every finite cutoff, it tends to zero as the cutoff is removed, and $R^3$ times it tends to $2\pi nC/3$. The first and third are the earlier results multiplied by $2\pi n$, and the second follows from the zero total integral. "Destabilizes" in the theorem's name refers to this rise in energy, not to a phase instability. No sign of `C` is assumed; the negative tail already forces $C\ge0$, and for $C=0$ the third statement says that the error vanishes faster than $R^{-3}$.

```lean
#print axioms VdWKernelCutoff.truncation_destabilizes_uniform_gas
```

```
'VdWKernelCutoff.truncation_destabilizes_uniform_gas' depends on axioms: [propext, Classical.choice, Quot.sound]
```
